# The BFGS update of a positive definite matrix is positive definite exactly when $y^\top s > 0$

A quasi-Newton minimiser that loses the positive definiteness of its model Hessian can walk uphill. Take an energy $E(q) = q^4/4 - q^2/2$ of one coordinate $q$, with a barrier at $q = 0$, wells at $q = \pm 1$ and gradient $g(q) = q^3 - q$. A step from $q = 0.1$ to $q = 0.5$ lowers the energy. Its length is $s = 0.4$, and the gradient changes by $y = g(0.5) - g(0.1) = -0.375 + 0.099 = -0.276$. In one dimension the BFGS formula given below replaces the model curvature by $B_+ = y/s = -0.69$, and the next step $-g(0.5)/B_+ \approx -0.54$ leads back to $q \approx -0.04$, next to the top of the barrier. The quadratic model has become an inverted parabola, and the step goes to its maximum.

With many coordinates the sign of the model curvature in every direction is not visible at a glance, and without a criterion each new matrix calls for a separate test of definiteness, for instance by factorising or diagonalising it. If the old matrix is positive definite and the number $y^\top s$ is not zero, the sign of this one number settles the question.

## The update and the criterion

Let there be finitely many real coordinates. The model Hessian $B$ is a real symmetric matrix, and it is positive definite: $x^\top B x > 0$ for every displacement $x \neq 0$. This says that the model energy $g^\top x + \tfrac12 x^\top B x$, with $g$ the current gradient, is a harmonic well with a single minimum at $x = -B^{-1}g$, and that this displacement points downhill whenever $g \neq 0$, since $g^\top x = -g^\top B^{-1} g < 0$. Let $s$ be the step just taken and $y$ the change of the gradient across it. The BFGS update is

$$B_+ = B - \frac{(Bs)(Bs)^\top}{s^\top B s} + \frac{y\,y^\top}{y^\top s},$$

where $(Bs)(Bs)^\top = B s s^\top B$ because $B$ is symmetric.

The number $y^\top s$ has the dimension of an energy. For a twice continuously differentiable energy with Hessian $H$ and a step that starts at the point $q$, it equals $\int_0^1 s^\top H(q + ts)\, s\, \mathrm{d}t$, so that $y^\top s / s^\top s$ is the true curvature along the unit vector in the direction of $s$, averaged over the step. The condition $y^\top s \neq 0$ excludes a step over which this average vanishes, and also the null step.

**Claim.** Let $B$ be symmetric positive definite and $y^\top s \neq 0$. Then $B_+$ is positive definite if and only if $y^\top s > 0$. It is also positive semidefinite if and only if $y^\top s > 0$, so a singular semidefinite update does not occur.

## Splitting a displacement along and across the step

Since $y^\top s \neq 0$, the step $s$ is not zero, and therefore $a = s^\top B s > 0$. Both denominators of the update are nonzero.

For any vector $u$ one has $u u^\top x = (u^\top x)\,u$, and hence $x^\top (u u^\top) x = (u^\top x)^2$. For symmetric $B$ one has $x^\top B z = z^\top B x$ for all vectors $x$ and $z$. Put $b = s^\top B x$. Then $(Bs)^\top x = x^\top B s = b$, and the quadratic form of the update is

$$x^\top B_+ x = x^\top B x - \frac{b^2}{a} + \frac{(y^\top x)^2}{y^\top s}.$$

The first two terms combine into one. Define the transverse part of $x$,

$$x_\perp = x - \frac{b}{a}\, s ,$$

which satisfies $s^\top B x_\perp = b - (b/a)\,a = 0$ and is thus orthogonal to $s$ in the inner product defined by $B$. Expanding its form gives

$$x_\perp^\top B x_\perp = x^\top B x - \frac{b}{a}\, x^\top B s - \frac{b}{a}\, s^\top B x + \frac{b^2}{a^2}\, a = x^\top B x - \frac{b^2}{a}.$$

Substituting,

$$x^\top B_+ x = x_\perp^\top B x_\perp + \frac{(y^\top x)^2}{y^\top s}. \tag{1}$$

The first term is never negative, and the second is zero or has the sign of $y^\top s$.

**Necessity.** Put $x = s$. Then $b = a$ and $x_\perp = 0$, and (1) gives $s^\top B_+ s = (y^\top s)^2/(y^\top s) = y^\top s$. If $B_+$ is positive semidefinite, this number is at least zero, and as it is not zero it is positive. A positive definite $B_+$ is in particular semidefinite, so the same argument covers it.

**Sufficiency.** The matrix $B_+$ is symmetric, since each of its three terms is. Let $x \neq 0$ and suppose first that $y^\top x = 0$. If $x_\perp$ were zero, then $x = c\,s$ for a number $c$, so $0 = y^\top x = c\; y^\top s$, which forces $c = 0$ and $x = 0$. Hence $x_\perp \neq 0$, and (1) gives $x^\top B_+ x = x_\perp^\top B x_\perp > 0$. The sign of $y^\top s$ has not been used. Suppose next that $y^\top x \neq 0$ and $y^\top s > 0$. Then the last term of (1) is positive and the first is not negative, so again $x^\top B_+ x > 0$. With a single coordinate the first case is empty, $x_\perp$ is always zero, and (1) reads $B_+ x^2 = (y/s)\,x^2$, the value used in the double well.

**A run of updates.** Start from a positive definite $B_0$ and set $B_{k+1} = (B_k)_+$ with the pair $s_k, y_k$ for $k = 0, 1, \dots$. Suppose $y_k^\top s_k \neq 0$ for all $k < N$. If $B_0, \dots, B_N$ are all positive definite, the claim applied to $B_k$ and $B_{k+1}$ gives $y_k^\top s_k > 0$ for each $k < N$. Conversely, if all these numbers are positive, induction on $k$ carries positive definiteness from $B_0$ up to $B_N$.

In a geometry optimisation on a Born–Oppenheimer surface, or a minimisation of an electronic energy over real orbital-rotation parameters, in which the model Hessian is updated by the BFGS formula, one dot product per step therefore tells whether the model remains a harmonic well, for finitely many unconstrained real coordinates, exact arithmetic, a positive definite starting matrix and nonzero $y_k^\top s_k$.

## Vectors, matrices and the three definitions in Lean

The coordinates are labelled by a finite type `n`. A vector is a function `n → ℝ`, and a matrix has type `Matrix n n ℝ`. The expression `y ⬝ᵥ s` is $y^\top s = \sum_i y_i s_i$, `B *ᵥ s` is $Bs$, and `s ⬝ᵥ B *ᵥ s` is read as $s^\top (Bs)$.

```lean
import Mathlib

open Matrix

namespace BFGSCurvatureCriterion

noncomputable section

variable {n : Type*} [Fintype n]
```

In the update, `vecMulVec u u` is the outer product $uu^\top$ with entries $u_i u_j$, and each quotient is written as the inverse of a real number times a matrix. The subtracted term is built as $(Bs)(Bs)^\top$. The definition accepts any `B`, `s` and `y`; the conditions on them enter with the theorems.

```lean
/-- The BFGS update of the model Hessian `B` with step `s` and gradient change `y`:
`B - (B s)(B s)ᵀ / (sᵀ B s) + y yᵀ / (yᵀ s)`. -/
def bfgs (B : Matrix n n ℝ) (s y : n → ℝ) : Matrix n n ℝ :=
  B - (s ⬝ᵥ B *ᵥ s)⁻¹ • vecMulVec (B *ᵥ s) (B *ᵥ s) + (y ⬝ᵥ s)⁻¹ • vecMulVec y y
```

The vector $x_\perp$ is `transverse B s x`, with coefficient $b/a$ exactly as above.

```lean
/-- The vector `x - (sᵀ B x / sᵀ B s) s`: the displacement `x` with its `B`-weighted
component along the step `s` removed. -/
def transverse (B : Matrix n n ℝ) (s x : n → ℝ) : n → ℝ :=
  x - ((s ⬝ᵥ B *ᵥ x) / (s ⬝ᵥ B *ᵥ s)) • s
```

The run of updates is a recursion. The steps and gradient changes are sequences indexed by natural numbers from zero, `bfgsSeq B₀ s y k` is $B_k$, and the pair `s k`, `y k` takes $B_k$ to $B_{k+1}$.

```lean
/-- The model Hessians obtained from `B₀` by successive BFGS updates with the steps `s k`
and gradient changes `y k`. -/
def bfgsSeq (B₀ : Matrix n n ℝ) (s y : ℕ → n → ℝ) : ℕ → Matrix n n ℝ
  | 0 => B₀
  | k + 1 => bfgs (bfgsSeq B₀ s y k) (s k) (y k)
```

## The two algebraic identities

The lemma `quad_outer` states $x^\top (uu^\top) x = (u^\top x)^2$. It first establishes $uu^\top x = (u^\top x)\,u$ component by component, comparing the sums over $j$ term by term, and then takes the dot product with $x$.

```lean
/-- The quadratic form of the rank-one matrix `u uᵀ` is `(uᵀ x)²`. -/
theorem quad_outer (u x : n → ℝ) : x ⬝ᵥ vecMulVec u u *ᵥ x = (u ⬝ᵥ x) ^ 2 := by
  have h : vecMulVec u u *ᵥ x = (u ⬝ᵥ x) • u := by
    ext i
    simp only [mulVec, dotProduct, vecMulVec_apply, Pi.smul_apply, smul_eq_mul,
      Finset.sum_mul]
    exact Finset.sum_congr rfl fun j _ => by ring
  rw [h, dotProduct_smul, smul_eq_mul, dotProduct_comm x u, sq]
```

The lemma `form_symm` states $x^\top B z = z^\top B x$ under the hypothesis `Bᵀ = B`. It moves $B$ onto the left factor as $B^\top x$, replaces $B^\top$ by $B$ and exchanges the two factors of the dot product.

```lean
/-- For a symmetric matrix `B`, `xᵀ B z = zᵀ B x`. -/
theorem form_symm {B : Matrix n n ℝ} (hT : Bᵀ = B) (x z : n → ℝ) :
    x ⬝ᵥ B *ᵥ z = z ⬝ᵥ B *ᵥ x := by
  rw [dotProduct_mulVec, ← mulVec_transpose, hT, dotProduct_comm]
```

## The quadratic form of the update

The theorem `quad_bfgs` is equation (1), for every vector $x$. The hypothesis `hB : B.PosDef` contains two conditions: $B$ is Hermitian, which for real entries means symmetric, and its form is positive on nonzero vectors. The hypothesis `hy` is $y^\top s \neq 0$. There is no separate assumption $s \neq 0$, because `hs` derives it from `hy`; then `hpos` and `ha` give $a > 0$ and $a \neq 0$, and `hT` extracts the symmetry. The long `simp only` call expands both sides by linearity and applies `quad_outer` to the two outer products. The next rewrite turns $(Bs)^\top x$ into $x^\top B s$ and, by `h1`, every $x^\top B s$ into $b = s^\top B x$. What remains is an identity among the real numbers $x^\top B x$, $a$, $b$, $y^\top x$ and $y^\top s$, the same as the expansion of $x_\perp^\top B x_\perp$ above: `field_simp` clears the denominators and `ring` closes it.

```lean
/-- For positive definite `B` and `yᵀ s ≠ 0`, the quadratic form of the update at `x` is the
form of `B` at the transverse part of `x` plus `(yᵀ x)² / (yᵀ s)`. -/
theorem quad_bfgs {B : Matrix n n ℝ} (hB : B.PosDef) {s y : n → ℝ} (hy : y ⬝ᵥ s ≠ 0)
    (x : n → ℝ) :
    x ⬝ᵥ bfgs B s y *ᵥ x =
      transverse B s x ⬝ᵥ B *ᵥ transverse B s x + (y ⬝ᵥ x) ^ 2 / (y ⬝ᵥ s) := by
  -- the step is nonzero, so its old curvature `sᵀ B s` is nonzero
  have hs : s ≠ 0 := fun h => hy (by rw [h, dotProduct_zero])
  have hpos : 0 < s ⬝ᵥ B *ᵥ s := by simpa using hB.dotProduct_mulVec_pos hs
  have ha : s ⬝ᵥ B *ᵥ s ≠ 0 := hpos.ne'
  have hT : Bᵀ = B := by
    rw [← conjTranspose_eq_transpose_of_trivial]
    exact hB.1
  have h1 := form_symm hT x s
  have hsm : ∀ (c : ℝ) (M : Matrix n n ℝ), (c • M) *ᵥ x = c • (M *ᵥ x) := by
    intro c M
    ext i
    simp [mulVec, dotProduct, Finset.mul_sum, mul_assoc]
  -- expand both sides and complete the square
  simp only [bfgs, transverse, add_mulVec, sub_mulVec, hsm, dotProduct_add, dotProduct_sub,
    dotProduct_smul, quad_outer, mulVec_sub, mulVec_smul, sub_dotProduct, smul_dotProduct,
    smul_eq_mul]
  rw [dotProduct_comm (B *ᵥ s) x, h1]
  field_simp
  ring
```

The theorem `curvature_along_step` is the evaluation at $x = s$. The statement `h0` says that the step has zero transverse part, since $a/a = 1$, and the last line cancels one factor of $y^\top s$. The result is the scalar equation $s^\top B_+ s = y^\top s$: the new model reproduces the measured curvature along the step.

```lean
/-- For positive definite `B` and `yᵀ s ≠ 0`, the curvature of the update along the step is
`sᵀ B₊ s = yᵀ s`. -/
theorem curvature_along_step {B : Matrix n n ℝ} (hB : B.PosDef) {s y : n → ℝ}
    (hy : y ⬝ᵥ s ≠ 0) : s ⬝ᵥ bfgs B s y *ᵥ s = y ⬝ᵥ s := by
  have hs : s ≠ 0 := fun h => hy (by rw [h, dotProduct_zero])
  have hpos : 0 < s ⬝ᵥ B *ᵥ s := by simpa using hB.dotProduct_mulVec_pos hs
  -- the step has no transverse part
  have h0 : transverse B s s = 0 := by
    rw [transverse, div_self hpos.ne', one_smul, sub_self]
  rw [quad_bfgs hB hy, h0, zero_dotProduct, zero_add, sq, mul_div_assoc, div_self hy, mul_one]
```

The theorem `pos_on_hyperplane` is the first case of the sufficiency argument, for $x \neq 0$ with $y^\top x = 0$ and either sign of $y^\top s$. Inside `hz`, the assumption $x_\perp = 0$ yields $x = c\,s$, then `h2` is $c\; y^\top s = 0$, `h3` is $c = 0$, and $x = 0$ contradicts `hx`. Positive definiteness of $B$ applied to $x_\perp$ gives `hp`, and (1) with a vanishing last term finishes the proof.

```lean
/-- For positive definite `B` and `yᵀ s ≠ 0` of either sign, the update has positive
curvature along every nonzero `x` with `yᵀ x = 0`. -/
theorem pos_on_hyperplane {B : Matrix n n ℝ} (hB : B.PosDef) {s y : n → ℝ}
    (hy : y ⬝ᵥ s ≠ 0) {x : n → ℝ} (hx : x ≠ 0) (hyx : y ⬝ᵥ x = 0) :
    0 < x ⬝ᵥ bfgs B s y *ᵥ x := by
  -- a vector parallel to `s` and orthogonal to `y` must vanish
  have hz : transverse B s x ≠ 0 := by
    intro h
    obtain ⟨c, hc⟩ : ∃ c : ℝ, x = c • s := ⟨_, sub_eq_zero.mp h⟩
    have h2 : c * (y ⬝ᵥ s) = 0 := by
      rw [← hyx, hc, dotProduct_smul, smul_eq_mul]
    have h3 : c = 0 := (mul_eq_zero.mp h2).resolve_right hy
    exact hx (by rw [hc, h3, zero_smul])
  have hp : 0 < transverse B s x ⬝ᵥ B *ᵥ transverse B s x := by
    have h := hB.dotProduct_mulVec_pos hz
    rwa [star_trivial] at h
  rw [quad_bfgs hB hy, hyx]
  simpa using hp
```

## The criterion for one update

In words, `bfgs_posDef_iff` says: for a real symmetric positive definite $B$ and any vectors $s$, $y$ with $y^\top s \neq 0$, the matrix $B_+$ is symmetric positive definite if and only if $0 < y^\top s$, and it is symmetric positive semidefinite if and only if $0 < y^\top s$. The proof has two parts. In `nec`, semidefiniteness is tested on $s$, `curvature_along_step` turns the result into $0 \le y^\top s$, and `lt_of_le_of_ne` makes it strict with `hy`. In `suf`, the goal is split into symmetry and positivity. Symmetry is checked entry by entry from $B_{ji} = B_{ij}$. Positivity follows the two cases through `by_cases hyx`: on the hyperplane it is the previous theorem, and off it `h1` ($x_\perp^\top B x_\perp \ge 0$) and `h2` (the last term is positive) are added by `linarith`. The final line assembles four implications from these two, using twice that positive definite implies positive semidefinite.

```lean
/-- For positive definite `B` and `yᵀ s ≠ 0`, the BFGS update is positive definite if and
only if `yᵀ s > 0`, and positive semidefinite if and only if `yᵀ s > 0`. -/
theorem bfgs_posDef_iff {B : Matrix n n ℝ} (hB : B.PosDef) {s y : n → ℝ}
    (hy : y ⬝ᵥ s ≠ 0) :
    ((bfgs B s y).PosDef ↔ 0 < y ⬝ᵥ s) ∧ ((bfgs B s y).PosSemidef ↔ 0 < y ⬝ᵥ s) := by
  -- necessity: test the form on the step itself
  have nec : (bfgs B s y).PosSemidef → 0 < y ⬝ᵥ s := by
    intro h
    have h1 := h.dotProduct_mulVec_nonneg s
    rw [star_trivial, curvature_along_step hB hy] at h1
    exact lt_of_le_of_ne h1 hy.symm
  have suf : 0 < y ⬝ᵥ s → (bfgs B s y).PosDef := by
    intro hpos
    rw [posDef_iff_dotProduct_mulVec]
    constructor
    · unfold IsHermitian
      ext i j
      have hij : B j i = B i j := by simpa using hB.1.apply i j
      simp only [bfgs, conjTranspose_apply, star_trivial, Matrix.add_apply, Matrix.sub_apply,
        Matrix.smul_apply, vecMulVec_apply, smul_eq_mul]
      rw [hij]
      ring
    · intro x hx
      rw [star_trivial]
      by_cases hyx : y ⬝ᵥ x = 0
      · exact pos_on_hyperplane hB hy hx hyx
      · -- off the hyperplane the rank-one term is strictly positive
        have h1 := hB.posSemidef.dotProduct_mulVec_nonneg (transverse B s x)
        rw [star_trivial] at h1
        have h2 : 0 < (y ⬝ᵥ x) ^ 2 / (y ⬝ᵥ s) := div_pos (by positivity) hpos
        rw [quad_bfgs hB hy]
        linarith
  exact ⟨⟨fun h => nec h.posSemidef, suf⟩, ⟨nec, fun h => (suf h).posSemidef⟩⟩
```

## The criterion for a run of updates

The theorem `bfgsSeq_posDef_iff` says: if $B_0$ is positive definite and $y_k^\top s_k \neq 0$ for every $k < N$, then $B_k$ is positive definite for every $k \le N$ if and only if $y_k^\top s_k > 0$ for every $k < N$. For $N = 0$ the left side is the assumption on $B_0$ and the right side has no cases. The forward direction applies the single-update criterion to $B_k$ and $B_{k+1}$, both positive definite by assumption. The backward direction is the induction on $k$, with `ih` supplying the positive definiteness of $B_k$.

```lean
/-- Starting from positive definite `B₀` with `yₖᵀ sₖ ≠ 0` for `k < N`, the matrices
`B₀, …, B_N` are all positive definite if and only if `yₖᵀ sₖ > 0` for every `k < N`. -/
theorem bfgsSeq_posDef_iff {B₀ : Matrix n n ℝ} (hB : B₀.PosDef) (s y : ℕ → n → ℝ) (N : ℕ)
    (hy : ∀ k < N, y k ⬝ᵥ s k ≠ 0) :
    (∀ k ≤ N, (bfgsSeq B₀ s y k).PosDef) ↔ ∀ k < N, 0 < y k ⬝ᵥ s k := by
  constructor
  · intro h k hk
    exact (bfgs_posDef_iff (h k hk.le) (hy k hk)).1.mp (h (k + 1) hk)
  · intro h k
    induction k with
    | zero => exact fun _ => hB
    | succ k ih =>
      intro hk
      have hk' : k < N := hk
      exact (bfgs_posDef_iff (ih hk'.le) (hy k hk')).1.mpr (h k hk')

end

end BFGSCurvatureCriterion
```

```lean
#print axioms BFGSCurvatureCriterion.bfgs_posDef_iff
#print axioms BFGSCurvatureCriterion.bfgsSeq_posDef_iff
```

```
'BFGSCurvatureCriterion.bfgs_posDef_iff' depends on axioms: [propext, Classical.choice, Quot.sound]
'BFGSCurvatureCriterion.bfgsSeq_posDef_iff' depends on axioms: [propext, Classical.choice, Quot.sound]
```

## Counter-examples without the hypotheses

The double well, the integral formula for $y^\top s$ and the examples that follow are worked in the text only and are not among the statements of the file.

Let $B$ be symmetric but not positive definite: $B = \operatorname{diag}(1, -1)$ and $s = y = (1, 0)^\top$. Then $Bs = s$, $s^\top B s = 1$ and $y^\top s = 1 > 0$. The subtracted and added terms are both $\operatorname{diag}(1, 0)$, so $B_+ = B$, which is indefinite although the curvature along the step is positive. The algebra behind (1) uses only the symmetry of $B$ and nonzero values of $s^\top B s$ and $y^\top s$, so (1) holds here too. At $x = (0, 1)^\top$, where $x_\perp = x$ and $y^\top x = 0$, it gives $x^\top B_+ x = x^\top B x = -1$. Semidefiniteness is not enough either, as $B = \operatorname{diag}(1, 0)$ with the same vectors gives $B_+ = \operatorname{diag}(1, 0)$, which is singular.

If $y^\top s = 0$, the formula has no meaning in ordinary algebra, while Lean's convention $0^{-1} = 0$ removes the last term; with $s = 0$ the definition then returns $B$ itself, positive definite with $y^\top s$ not positive, and with $B = 1$, $s = 1$, $y = 0$ in one coordinate it returns the zero matrix, which breaks the semidefinite equivalence.

For a run, the left side has to refer to all the matrices and not only to the last. In one coordinate $B_{k+1} = y_k/s_k$ whenever $B_k \neq 0$ and $y_k s_k \neq 0$, so $B_0 = 1$, $s_0 = s_1 = 1$, $y_0 = -1$, $y_1 = 1$ gives $B_1 = -1$ and $B_2 = 1$: the final matrix is positive although $y_0 s_0 < 0$.

## Limits of the statements

The vectors $s$ and $y$ are arbitrary in the theorems. No energy function appears, the step is not tied to $-B^{-1}g$, and nothing is said about a line search that would produce $y^\top s > 0$; positivity of this number is one side of an equivalence and is not derived from a potential. The vector secant equation $B_+ s = y$ is present only through its projection on $s$. Definiteness is qualitative: there is no bound on the smallest eigenvalue or the condition number along a run, and no statement on convergence, on the update of the inverse matrix, on limited-memory variants or on rounding. The entries are real and the dimension is finite.
